# A 1/N bound on the cutoff error of the Matsubara sum for one free fermion level

One way to get the occupation of a level from a Green's function on the imaginary frequency axis is to add up its values over the Matsubara frequencies, symmetrically about zero, divide by the inverse temperature $\beta$ and add $1/2$. If the sum is simply stopped at some frequency, the occupation in general carries an error. Practical codes often reduce this error by treating the high-frequency tail analytically; the subject here is the plain sum.

For a single non-interacting level, the error has a simple bound. Let $e$ be the level's energy measured from the chemical potential, $w_n=(2n+1)\pi/\beta$ the fermionic frequencies and $f(e)=1/(e^{\beta e}+1)$ the Fermi function, in units with $\hbar=k_B=1$. (In $e^{\beta e}$ the base is Euler's number and the exponent contains the energy.) For $\beta>0$, real $e$ and $N\ge 1$,

$$\left|\frac1\beta\sum_{n=-N}^{N-1}\frac{1}{iw_n-e}-\Big(f(e)-\frac12\Big)\right|\le\frac{\beta|e|}{2\pi^2N}.$$

The $-1/2$ comes from the symmetric cutoff. The imaginary-time Green's function jumps at time zero from $f$ to $f-1$, and a symmetric sum converges to the mean of the two values.

## The sum and its error as Lean definitions

```lean
import Mathlib

open Filter Topology
open Complex (I)
open scoped Real

namespace MatsubaraCutoff

noncomputable section
```

In the code, `I` is the imaginary unit and `π` the real number.

```lean
/-- The fermionic Matsubara frequency `(2n+1)π/β`, for `β ≠ 0`. -/
def freq (β : ℝ) (n : ℤ) : ℝ := (2 * n + 1) * π / β
```

`freq β n` is $w_n$. The type `ℤ` lets $n$ be any integer, so negative frequencies are included.

```lean
/-- The Fermi function at inverse temperature `β` and energy `e`. -/
def fermi (β e : ℝ) : ℝ := 1 / (Real.exp (β * e) + 1)
```

`fermi β e` is $f(e)$. Both arguments are real numbers.

```lean
/-- The Matsubara sum of `1/(iw_n - e)` over `-N ≤ n < N`, divided by `β`, for `β ≠ 0`. -/
def truncatedSum (β e : ℝ) (N : ℕ) : ℂ :=
  1 / β * ∑ n ∈ Finset.Ico (-(N : ℤ)) N, 1 / (I * freq β n - e)
```

This is the truncated sum, which I write $S_N$. `Finset.Ico (-(N : ℤ)) N` is the finite set of integers with $-N\le n<N$, so there are $2N$ terms, half of them at positive frequencies. The result is a complex number.

```lean
/-- The distance of the truncated Matsubara sum from `f(e) - 1/2`, for `β ≠ 0`. -/
def cutoffError (β e : ℝ) (N : ℕ) : ℝ :=
  ‖truncatedSum β e N - ((fermi β e - 1 / 2 : ℝ) : ℂ)‖
```

The cutoff error is $|S_N-(f(e)-\tfrac12)|$. The notation `( … : ℝ) : ℂ` takes a real number and regards it as complex, so that the subtraction makes sense.

## Pairing opposite frequencies

```lean
/-- Raising `N` by one adds the terms at `N` and `-N - 1` to a sum over `-N ≤ n < N`. -/
private theorem sum_symm_succ (f : ℤ → ℂ) (N : ℕ) :
    ∑ n ∈ Finset.Ico (-((N + 1 : ℕ) : ℤ)) ((N + 1 : ℕ) : ℤ), f n =
      ∑ n ∈ Finset.Ico (-(N : ℤ)) N, f n + (f N + f (-(N : ℤ) - 1)) := by
  have h : Finset.Ico (-((N + 1 : ℕ) : ℤ)) ((N + 1 : ℕ) : ℤ) =
      insert (N : ℤ) (insert (-(N : ℤ) - 1) (Finset.Ico (-(N : ℤ)) N)) := by
    ext k
    simp only [Finset.mem_insert, Finset.mem_Ico]
    omega
  rw [h, Finset.sum_insert (by simp only [Finset.mem_insert, Finset.mem_Ico]; omega),
    Finset.sum_insert (by simp only [Finset.mem_Ico]; omega)]
  ring
```

Going from $N$ to $N+1$ adds the two indices $n=N$ and $n=-N-1$. The proof checks that the larger index set is the smaller one with these two inserted; `omega` settles the integer inequalities. The word `private` marks a helper for use within this file.

```lean
/-- The propagators at two opposite nonzero frequencies add up to a real number. -/
theorem pair_sum {w : ℝ} (hw : w ≠ 0) (e : ℝ) :
    1 / (I * w - e) + 1 / (I * ((-w : ℝ) : ℂ) - e) =
      ((-2 * e / (w ^ 2 + e ^ 2) : ℝ) : ℂ) := by
  have h1 : I * w - e ≠ 0 := fun h => hw (by simpa using congrArg Complex.im h)
  have h2 : I * -(w : ℂ) - e ≠ 0 := fun h => hw (by simpa using congrArg Complex.im h)
  have h3 : (w : ℂ) ^ 2 + (e : ℂ) ^ 2 ≠ 0 := by
    have : 0 < w ^ 2 + e ^ 2 := by positivity
    exact_mod_cast this.ne'
  push_cast
  rw [div_add_div _ _ h1 h2, div_eq_div_iff (mul_ne_zero h1 h2) h3]
  linear_combination (-2 * (e : ℂ) * w ^ 2) * Complex.I_sq
```

For real $w\neq0$,

$$\frac1{iw-e}+\frac1{-iw-e}=\frac{-2e}{(iw-e)(-iw-e)}=\frac{-2e}{w^2+e^2}.$$

Lean first needs to know that no denominator vanishes. The facts `h1` and `h2` follow from the imaginary parts $\pm w$, and `h3` from positivity. After cross-multiplication, `linear_combination` verifies the identity using $i^2=-1$.

```lean
/-- For `β > 0` the truncated Matsubara sum is a real sum over the positive frequencies. -/
theorem truncatedSum_eq {β : ℝ} (hβ : 0 < β) (e : ℝ) (N : ℕ) :
    truncatedSum β e N =
      ((-(2 * e / β) * ∑ n ∈ Finset.range N, 1 / (freq β n ^ 2 + e ^ 2) : ℝ) : ℂ) := by
  induction N with
  | zero => simp [truncatedSum]
  | succ N ih =>
    have hneg : freq β (-(N : ℤ) - 1) = -freq β N := by
      unfold freq; push_cast; ring
    have hw : freq β N ≠ 0 := by
      unfold freq; push_cast; positivity
    unfold truncatedSum at *
    rw [sum_symm_succ, mul_add, ih, hneg, pair_sum hw, Finset.sum_range_succ]
    push_cast
    ring
```

Since $w_{-n-1}=-w_n$, every positive frequency has a partner, and

$$S_N=-\frac{2e}{\beta}\sum_{n=0}^{N-1}\frac1{w_n^2+e^2}.$$

`Finset.range N` is the set $0,\dots,N-1$. The proof is by induction on $N$: the empty sum is zero, and each further step adds one pair.

## The limit is the Fermi function minus one half

```lean
/-- The truncated sums converge to `f(e) - 1/2` for `β > 0`. -/
private theorem tendsto_truncatedSum {β : ℝ} (hβ : 0 < β) (e : ℝ) :
    Tendsto (truncatedSum β e) atTop (𝓝 ((fermi β e - 1 / 2 : ℝ) : ℂ)) := by
  obtain ⟨a, ha⟩ : ∃ a : ℝ, 2 * π * a = β * e := ⟨β * e / (2 * π), by field_simp⟩
  have haC : 2 * (π : ℂ) * a = β * e := by exact_mod_cast ha
  obtain ⟨x, hx⟩ : ∃ x : ℂ, x = 1 / 2 + I * a := ⟨_, rfl⟩
  have hre : x.re = 1 / 2 := by simp [hx]
  have hxZ : x ∈ Complex.integerComplement := by
    change ¬ ∃ k : ℤ, (k : ℂ) = x
    rintro ⟨k, hk⟩
    have h1 : (k : ℝ) = 1 / 2 := by rw [← hre, ← hk]; simp
    have h2 : (2 * k : ℝ) = 1 := by linarith
    have h3 : 2 * k = 1 := by exact_mod_cast h2
    omega
  -- the partial fractions of the cotangent
  have hcot : Tendsto (fun N : ℕ => ∑ j ∈ Finset.range N,
      (1 / (x - ((j : ℂ) + 1)) + 1 / (x + ((j : ℂ) + 1)))) atTop
      (𝓝 (π * Complex.cot (π * x) - 1 / x)) := tendsto_logDeriv_euler_cot_sub hxZ
  have hend : Tendsto (fun N : ℕ => (x + (N : ℂ))⁻¹) atTop (𝓝 0) := by
    have h0 := (tendsto_one_div_add_atTop_nhds_zero_nat (𝕜 := ℝ)).const_mul 2
    rw [mul_zero] at h0
    refine squeeze_zero_norm (fun N => ?_) h0
    have h1 : ((N : ℝ) + 1) / 2 ≤ ‖x + (N : ℂ)‖ := by
      refine le_trans ?_ ((le_abs_self _).trans (Complex.abs_re_le_norm _))
      have hN : (0 : ℝ) ≤ N := N.cast_nonneg
      rw [Complex.add_re, hre, Complex.natCast_re]
      linarith
    rw [norm_inv]
    calc _ ≤ (((N : ℝ) + 1) / 2)⁻¹ := inv_anti₀ (by positivity) h1
      _ = 2 * (1 / ((N : ℝ) + 1)) := by rw [inv_div]; ring
  have hsum (N : ℕ) : ∑ n ∈ Finset.Ico (-(N : ℤ)) N, (x + (n : ℂ))⁻¹ =
      1 / x + ∑ j ∈ Finset.range N,
        (1 / (x - ((j : ℂ) + 1)) + 1 / (x + ((j : ℂ) + 1))) - (x + (N : ℂ))⁻¹ := by
    induction N with
    | zero => simp
    | succ N ih =>
      rw [sum_symm_succ, ih, Finset.sum_range_succ]
      push_cast
      ring
  have hS (N : ℕ) : truncatedSum β e N = (2 * π * I)⁻¹ *
      ∑ n ∈ Finset.Ico (-(N : ℤ)) N, (x + (n : ℂ))⁻¹ := by
    unfold truncatedSum
    simp only [one_div]
    rw [Finset.mul_sum, Finset.mul_sum]
    refine Finset.sum_congr rfl fun n _ => ?_
    have hw : (β : ℂ) * freq β n = (2 * n + 1) * π := by
      have : β * freq β n = (2 * n + 1) * π := by unfold freq; field_simp
      exact_mod_cast this
    have key : (β : ℂ) * (I * freq β n - e) = 2 * π * I * (x + n) := by
      rw [hx]
      linear_combination I * hw - I ^ 2 * haC - β * e * Complex.I_sq
    rw [← mul_inv, ← mul_inv, key]
  -- the cotangent at this point is a Fermi function
  have hval : (2 * π * I)⁻¹ * (π * Complex.cot (π * x)) =
      ((fermi β e - 1 / 2 : ℝ) : ℂ) := by
    have harg : 2 * I * (π * x) = π * I + -((β : ℂ) * e) := by
      rw [hx]
      linear_combination I ^ 2 * haC + β * e * Complex.I_sq
    have hF : Complex.exp (-((β : ℂ) * e)) * Complex.exp (β * e) = 1 := by
      rw [← Complex.exp_add]; simp
    have hE : Complex.exp ((β : ℂ) * e) + 1 ≠ 0 := by
      have : Real.exp (β * e) + 1 ≠ 0 := by positivity
      exact_mod_cast this
    rw [Complex.cot_eq_exp_ratio, harg, Complex.exp_add, Complex.exp_pi_mul_I, neg_one_mul]
    unfold fermi
    push_cast
    generalize Complex.exp (-((β : ℂ) * e)) = F at *
    generalize Complex.exp ((β : ℂ) * e) = E at *
    have hd : 1 - -F ≠ 0 := fun h => hE (by linear_combination E * h - hF)
    have hc : (-F + 1) / (I * (1 - -F)) = -I * (E - 1) / (E + 1) := by
      rw [div_eq_div_iff (mul_ne_zero Complex.I_ne_zero hd) hE]
      linear_combination (E + E * F - 1 - F) * Complex.I_sq - 2 * hF
    have hpi : (π : ℂ) ≠ 0 := by exact_mod_cast Real.pi_ne_zero
    have hI := Complex.I_ne_zero
    rw [hc]
    field_simp
    ring
  have hlim := ((hcot.const_add (1 / x)).sub hend).const_mul (2 * π * I)⁻¹
  rw [add_sub_cancel, sub_zero, hval] at hlim
  exact hlim.congr fun N => by rw [hS, hsum]
```

The statement reads $S_N\to f(e)-\tfrac12$ as $N\to\infty$; `Tendsto … atTop (𝓝 …)` is Lean's way of writing a limit.

Set $a=\beta e/(2\pi)$ and $x=\tfrac12+ia$. Then $\beta(iw_n-e)=2\pi i\,(x+n)$, which is `key` in the code, and so

$$S_N=\frac1{2\pi i}\sum_{n=-N}^{N-1}\frac1{x+n}.$$

Mathlib supplies the partial fractions of the cotangent,

$$\pi\cot\pi x=\frac1x+\sum_{j=1}^{\infty}\left(\frac1{x-j}+\frac1{x+j}\right),$$

valid because $x$, having real part $\tfrac12$, is not an integer (`hxZ`). The code's $j$ starts at zero, hence its `j + 1`. The first $N$ pairs together with $1/x$ cover the integers from $-N$ to $N$, one more than $S_N$ contains. The surplus term $1/(x+N)$ is subtracted in `hsum` and shown to vanish in the limit in `hend`.

It remains to evaluate the cotangent, which is `hval`. With $e^{2\pi ix}=-e^{-\beta e}$,

$$\cot\pi x=-i\,\frac{e^{\beta e}-1}{e^{\beta e}+1},\qquad
\frac{\pi\cot\pi x}{2\pi i}=-\frac12\,\frac{e^{\beta e}-1}{e^{\beta e}+1}=f(e)-\frac12.$$

The two `generalize` lines replace the exponentials by letters $E$ and $F$ with $EF=1$, so that only algebra is left.

## Bounding the discarded frequencies

```lean
/-- For `β > 0` and `N ≤ M`, the distance between the truncated sums at `N` and `M` is `2|e|/β`
times the sum of `1/(w_n² + e²)` over `N ≤ n < M`. -/
theorem norm_window {β : ℝ} (hβ : 0 < β) (e : ℝ) {N M : ℕ} (h : N ≤ M) :
    ‖truncatedSum β e N - truncatedSum β e M‖ =
      2 * |e| / β * ∑ n ∈ Finset.Ico N M, 1 / (freq β n ^ 2 + e ^ 2) := by
  have hs : 0 ≤ ∑ n ∈ Finset.Ico N M, 1 / (freq β n ^ 2 + e ^ 2) :=
    Finset.sum_nonneg fun n _ => by positivity
  have hd : -(2 * e / β) * ∑ n ∈ Finset.range N, 1 / (freq β n ^ 2 + e ^ 2) -
      -(2 * e / β) * ∑ n ∈ Finset.range M, 1 / (freq β n ^ 2 + e ^ 2) =
      2 * e / β * ∑ n ∈ Finset.Ico N M, 1 / (freq β n ^ 2 + e ^ 2) := by
    rw [Finset.sum_Ico_eq_sub _ h]
    ring
  rw [truncatedSum_eq hβ, truncatedSum_eq hβ, ← Complex.ofReal_sub, hd, Complex.norm_real,
    Real.norm_eq_abs, abs_mul, abs_of_nonneg hs, abs_div, abs_mul, abs_two, abs_of_pos hβ]
```

For two cutoffs $N\le M$, subtracting the real sums gives

$$|S_N-S_M|=\frac{2|e|}\beta\sum_{n=N}^{M-1}\frac1{w_n^2+e^2}.$$

This is an equality: all the terms in the window between the cutoffs have the same sign, so nothing cancels.

```lean
/-- Upper bound on a window of frequencies, for `β > 0` and `1 ≤ N ≤ M`. -/
theorem window_le {β : ℝ} (hβ : 0 < β) (e : ℝ) {N M : ℕ} (hN : 1 ≤ N) (h : N ≤ M) :
    ∑ n ∈ Finset.Ico N M, 1 / (freq β n ^ 2 + e ^ 2) ≤
      (β / (2 * π)) ^ 2 * (1 / N - 1 / M) := by
  induction M, h using Nat.le_induction with
  | base => simp
  | succ n hn ih =>
    have hn0 : (0 : ℝ) < n := by exact_mod_cast (by omega : 0 < n)
    have hw : freq β n = 2 * π / β * (n + 1 / 2) := by unfold freq; push_cast; ring
    -- each term is bounded by a telescoping difference
    have ht : 1 / (freq β n ^ 2 + e ^ 2) ≤
        (β / (2 * π)) ^ 2 * (1 / n - 1 / (n + 1)) := by
      have h1 : (β / (2 * π)) ^ 2 * (1 / n - 1 / (n + 1)) =
          1 / ((2 * π / β) ^ 2 * (n * (n + 1))) := by
        field_simp
        ring
      rw [h1, hw]
      refine one_div_le_one_div_of_le (by positivity) ?_
      generalize 2 * π / β = p
      nlinarith [sq_nonneg p, sq_nonneg e]
    rw [Finset.sum_Ico_succ_top hn]
    push_cast
    linarith
```

Write $w_n=\frac{2\pi}\beta(n+\tfrac12)$. Since $(n+\tfrac12)^2=n(n+1)+\tfrac14\ge n(n+1)$ and $e^2\ge0$, for $n\ge1$

$$\frac1{w_n^2+e^2}\le\left(\frac\beta{2\pi}\right)^2\frac1{n(n+1)}=\left(\frac\beta{2\pi}\right)^2\left(\frac1n-\frac1{n+1}\right).$$

Summed from $N$ to $M-1$, the right-hand side telescopes to $(\beta/2\pi)^2(1/N-1/M)$. In Lean, `ht` is the bound on one term, and induction on $M$ does the telescoping. `nlinarith` proves the comparison of denominators from the fact that squares are non-negative.

```lean
/-- **Frequency cutoff error.** For `β > 0` and `N ≥ 1`, the truncated Matsubara sum differs
from `f(e) - 1/2` by at most `β|e|/(2π²N)`. -/
theorem cutoffError_le {β : ℝ} (hβ : 0 < β) (e : ℝ) {N : ℕ} (hN : 1 ≤ N) :
    cutoffError β e N ≤ β * |e| / (2 * π ^ 2 * N) := by
  have hN0 : (0 : ℝ) < N := by exact_mod_cast hN
  -- compare with a larger cutoff `M`, then let `M` grow
  refine le_of_tendsto ((tendsto_truncatedSum hβ e).const_sub (truncatedSum β e N)).norm ?_
  filter_upwards [eventually_ge_atTop N] with M hM
  have h1 : ∑ n ∈ Finset.Ico N M, 1 / (freq β n ^ 2 + e ^ 2) ≤
      (β / (2 * π)) ^ 2 * (1 / N) := by
    refine (window_le hβ e hN hM).trans (mul_le_mul_of_nonneg_left ?_ (sq_nonneg _))
    have : (0 : ℝ) ≤ 1 / M := by positivity
    linarith
  rw [norm_window hβ e hM]
  calc _ ≤ 2 * |e| / β * ((β / (2 * π)) ^ 2 * (1 / N)) :=
        mul_le_mul_of_nonneg_left h1 (by positivity)
    _ = β * |e| / (2 * π ^ 2 * N) := by field_simp
```

This is the bound stated at the start. The hypotheses are `hβ`, a positive temperature, and `hN`, at least one pair of frequencies. Dropping $-1/M$ from the window bound gives, for every $M\ge N$,

$$|S_N-S_M|\le\frac{2|e|}\beta\left(\frac\beta{2\pi}\right)^2\frac1N=\frac{\beta|e|}{2\pi^2N}.$$

The right-hand side does not depend on $M$. Letting $M\to\infty$ turns $S_M$ into $f(e)-\tfrac12$, and the inequality survives the limit. That last move is `le_of_tendsto`; the line with `filter_upwards` says that it is enough to treat $M\ge N$.

## Choosing the cutoff from a tolerance

```lean
/-- For `β > 0`, a cutoff `N ≥ β|e|/(2π²ε)` keeps the error within the tolerance `ε > 0`. -/
theorem cutoffError_le_tolerance {β e ε : ℝ} (hβ : 0 < β) (hε : 0 < ε) {N : ℕ}
    (h : β * |e| / (2 * π ^ 2 * ε) ≤ N) : cutoffError β e N ≤ ε := by
  rcases Nat.eq_zero_or_pos N with rfl | hN
  · -- an empty sum is allowed only at zero energy, where it is exact
    have he : e = 0 := by
      by_contra he
      have h1 : 0 < β * |e| / (2 * π ^ 2 * ε) := by positivity
      rw [Nat.cast_zero] at h
      linarith
    have hf : fermi β 0 = 1 / 2 := by norm_num [fermi]
    subst he
    simp [cutoffError, truncatedSum, hf, hε.le]
  · have hN0 : (0 : ℝ) < N := by exact_mod_cast hN
    refine (cutoffError_le hβ e hN).trans ?_
    rw [div_le_iff₀ (by positivity)] at h
    rw [div_le_iff₀ (by positivity)]
    linarith

end

end MatsubaraCutoff
```

Read backwards, the bound selects a cutoff: if $\varepsilon>0$ is the tolerated error and $N\ge\beta|e|/(2\pi^2\varepsilon)$, the error is at most $\varepsilon$. For $N\ge1$ this is a rearrangement of the previous theorem. The value $N=0$ satisfies the condition only when $e=0$, and there the empty sum is exact, because $f(0)=\tfrac12$. The proof splits into these two cases.

```lean
#print axioms MatsubaraCutoff.cutoffError_le
#print axioms MatsubaraCutoff.cutoffError_le_tolerance
```

```
'MatsubaraCutoff.cutoffError_le' depends on axioms: [propext, Classical.choice, Quot.sound]
'MatsubaraCutoff.cutoffError_le_tolerance' depends on axioms: [propext, Classical.choice, Quot.sound]
```

## Occupations in an electronic-structure calculation

Take $\beta=40\ \mathrm{eV}^{-1}$, close to room temperature, and a level 1 eV from the chemical potential. For an occupation accurate to $\varepsilon=10^{-3}$, the criterion asks for

$$N\ge\frac{40}{2\pi^2\cdot10^{-3}}\approx2026.4,$$

so $N=2027$ is enough. The propagator at $-w_n$ is the complex conjugate of that at $w_n$, so 2027 evaluations suffice for the 4054 terms. The occupation is then $\tfrac12+S_N$ to within $\varepsilon$. Halving the temperature, or asking for half the error, doubles the right-hand side of the criterion.

The theorems treat one non-interacting level, whereas a material has many levels and its electrons interact. The bridge is the Lehmann form, which writes a diagonal element of the Green's function, in an orthonormal orbital basis, as $\sum_k A_k/(iw_n-e_k)$, with pole energies $e_k$ and weights $A_k\ge0$ that add up to one. For finitely many poles, applying the bound to each and using the triangle inequality gives an error of at most $\frac{\beta}{2\pi^2N}\sum_kA_k|e_k|$; this extension is an argument in prose, with no Lean proof behind it here. It suggests that poles far from the chemical potential, such as core states, can demand a large cutoff in the plain sum, without a tail correction, even when their occupation is almost exactly one.
